# For a Peierls chain on an odd k-grid, zero dimerization minimizes the energy exactly when the stiffness reaches a threshold

## Three k-points

Take a half-filled chain of atoms with one orbital per atom and non-interacting, spinless electrons, and let its bonds alternate in strength: the hoppings are $t(1+d)$ and $t(1-d)$. The number $d$ is the dimerization. With energies in units of $2t$, the filled level at the dimensionless wave number $x$ lies at $-\sqrt{\cos^2 x+d^2\sin^2 x}$. The distortion also costs an elastic energy $Kd^2/2$ per two-atom cell, with stiffness $K$.

Sample the filled band at $x=0,\ \pi/3,\ 2\pi/3$. The cosines are $1,\ 1/2,\ -1/2$, and the average energy per k-point is

$$E(d)=\frac{Kd^2}{2}-\frac13\left(1+\sqrt{1+3d^2}\right).$$

Subtract $E(0)$ and rationalize the square root:

$$E(d)-E(0)=\frac{d^2}{2}\left(K-\frac{2}{1+\sqrt{1+3d^2}}\right).$$

The electrons act like a negative spring constant, whose magnitude is largest at $d=0$, where it equals $1$. If $K\ge 1$, no dimerization lowers the energy. If $K<1$, a small one does.

## The chain on a grid of N points

For a grid of $N$ points, put $x_j=\pi j/N$ with $0\le j<N$. These points sample the Brillouin zone of the two-atom cell, and

$$E_N(d)=\frac{Kd^2}{2}-\frac1N\sum_{j=0}^{N-1}\sqrt{\cos^2x_j+d^2\sin^2x_j}.$$

The constant $K$ is postulated. It stands for the harmonic restoring force of everything except the sampled band, such as the repulsion between ion cores and the bonding by electrons in other bands. The undimerized chain is a metal whose Fermi point is $x=\pi/2$. For odd $N$ define the threshold

$$T_N=\frac1N\sum_{j=0}^{N-1}\frac{\sin^2x_j}{|\cos x_j|}.$$

## What is stated about stability

In the Lean file, `kpt N j` is $x_j$, `energy N K d` is $E_N(d)$ and `threshold N` is $T_N$. The grid size is a natural number, while $K$ and $d$ are arbitrary reals. There are three main theorems.

- `undimerized_minimizes_iff`: for odd $N$, $E_N(0)\le E_N(d)$ holds for all real $d$ exactly when $T_N\le K$.
- `isLocalMin_iff`: the same condition decides whether $d=0$ is a local minimum, meaning that $E_N(0)\le E_N(d)$ for all $d$ close enough to $0$.
- `eventually_dimerizes`: for every $K$ there is an $n_0$ such that for all $n\ge n_0$, on the grid with $2n+1$ points, $d=0$ is not a local minimum. The quantifier `∀ᶠ n : ℕ in atTop` expresses this.

Minima are not required to be strict. The definitions fix a grid that contains $x=0$, equal weights $1/N$, and one fully occupied level per k-point; a factor for spin can be absorbed into the energy unit. There is no smearing, no electron interaction and no distortion other than $d$. The last theorem is the Peierls instability of this one model along odd grids. It says nothing about a general one-dimensional metal, nor about the size of the dimerization that finally sets in.

For electronic structure calculations, this non-interacting, one-parameter chain shows how a metal can appear stable against a distortion because a coarse k-grid has no point close enough to the Fermi point.

## From square roots to a softened spring

**No k-point meets the Fermi point.** If $\cos x_j=0$, then $\pi j/N=(2k+1)\pi/2$ for some integer $k$, so $2j=(2k+1)N$. For odd $N$ this equates an even and an odd number.

**The energy difference.** Write $c=\cos x_j\ne0$, $s=\sin x_j$ and $R=\sqrt{c^2+d^2s^2}$. Since $(R-|c|)(R+|c|)=d^2s^2$,

$$R-|c|=\frac{d^2}{2}\cdot\frac{2s^2}{R+|c|}.$$

Averaging over the grid gives

$$E_N(d)-E_N(0)=\frac{d^2}{2}\bigl(K-S_N(d)\bigr),\qquad S_N(d)=\frac1N\sum_{j=0}^{N-1}\frac{2\sin^2x_j}{\sqrt{\cos^2x_j+d^2\sin^2x_j}+|\cos x_j|}.$$

The quantity $S_N(d)$ is the electronic softening.

**Sufficiency.** Because $R\ge|c|$, each term of $S_N(d)$ is at most $s^2/|c|$, so $S_N(d)\le T_N$. If $T_N\le K$, the energy difference is non-negative for every $d$, and $d=0$ is a global minimum, hence also a local one.

**Necessity.** Suppose $d=0$ is a local minimum. For small $d\ne0$ the energy difference is non-negative, and division by $d^2/2$ gives $S_N(d)\le K$. The denominators in $S_N$ never vanish, so $S_N$ is continuous, and $S_N(0)=T_N$. Letting $d\to0$ yields $T_N\le K$. A global minimum is a local one, so this settles both equivalences.

## The threshold diverges along odd grids

Let $N=2n+1$ and look at the points beyond the Fermi point, $j=n+1+m$ with $0\le m<n$. Their distance from it is

$$x_j-\frac\pi2=\frac{\pi(2m+1)}{2N}.$$

Since $|\cos x_j|=\sin(x_j-\pi/2)$ and $\sin y\le y$ for $y\ge0$, we get $|\cos x_j|\le\pi(m+1)/N$. Therefore

$$\frac{\sin^2x_j}{|\cos x_j|}=\frac1{|\cos x_j|}-|\cos x_j|\ \ge\ \frac{N}{\pi(m+1)}-1.$$

The other terms of $T_N$ are non-negative. Summing over $m$, dividing by $N$ and using $n/N\le1$ gives

$$T_{2n+1}\ \ge\ \frac1\pi\sum_{m=0}^{n-1}\frac1{m+1}-1.$$

The harmonic sum diverges, so $T_{2n+1}$ eventually exceeds any given $K$, and from then on $d=0$ is not a local minimum.

## Two k-points: a level at the Fermi point

The equivalence needs more than $N>0$. For $N=2$ the k-points are $0$ and $\pi/2$, and

$$E_2(d)=\frac{Kd^2}{2}-\frac{1+|d|}{2}.$$

With $K=1$, $E_2(1/2)-E_2(0)=1/8-1/4=-1/8$, so $d=0$ is not a minimum. Yet Lean sets division by zero to zero, which makes `threshold 2` equal to $0$, and the condition $T_2\le K$ would wrongly report stability. The level at the Fermi point gains energy linearly in $|d|$, and a quadratic elastic cost can't balance that at small $d$.

## The chain in Lean

```lean
import Mathlib

open Real Filter Topology

namespace PeierlsOddGrid

noncomputable section

/-- The `j`-th k-point `π j / N` of a uniform grid with `N > 0` points. -/
def kpt (N j : ℕ) : ℝ := π * j / N

/-- Energy per k-point of a chain with stiffness `K` and dimerization `d`, sampled on `N > 0`
k-points: elastic energy plus the mean energy of the filled level, which lies at
`-√(cos² + d² sin²)`. -/
def energy (N : ℕ) (K d : ℝ) : ℝ :=
  K * d ^ 2 / 2 - (1 / (N : ℝ)) * ∑ j ∈ Finset.range N,
    √(cos (kpt N j) ^ 2 + d ^ 2 * sin (kpt N j) ^ 2)

/-- The grid average of `sin² / |cos|`, meant for odd `N`, where no cosine vanishes. -/
def threshold (N : ℕ) : ℝ :=
  (1 / (N : ℝ)) * ∑ j ∈ Finset.range N, sin (kpt N j) ^ 2 / |cos (kpt N j)|

/-- The electronic softening of the lattice at dimerization `d`, meant for odd `N`, where no
denominator vanishes. -/
def softening (N : ℕ) (d : ℝ) : ℝ :=
  (1 / (N : ℝ)) * ∑ j ∈ Finset.range N, 2 * sin (kpt N j) ^ 2 /
    (√(cos (kpt N j) ^ 2 + d ^ 2 * sin (kpt N j) ^ 2) + |cos (kpt N j)|)

/-- On a grid with an odd number of points, `cos x` vanishes at no k-point. -/
theorem cos_kpt_ne_zero {N : ℕ} (hN : Odd N) (j : ℕ) : cos (kpt N j) ≠ 0 := by
  intro h
  rw [Real.cos_eq_zero_iff] at h
  obtain ⟨k, hk⟩ := h
  obtain ⟨n, rfl⟩ := hN
  unfold kpt at hk
  push_cast at hk
  have hpos : (2 * (n : ℝ) + 1) ≠ 0 := by positivity
  rw [div_eq_iff hpos] at hk
  have hr : 2 * (j : ℝ) = (2 * k + 1) * (2 * n + 1) := by
    apply mul_left_cancel₀ Real.pi_ne_zero
    linear_combination 2 * hk
  have hz : 2 * (j : ℤ) = (2 * k + 1) * (2 * n + 1) := by exact_mod_cast hr
  -- an even number would equal a product of odd numbers
  have h2 : (2 : ℤ) ∣ 1 := ⟨j - 2 * k * n - k - n, by linear_combination -hz⟩
  norm_num at h2

/-- For odd `N`, the energy change on dimerization is exactly that of a spring whose
stiffness `K` is reduced by the electronic softening. -/
theorem energy_sub {N : ℕ} (hN : Odd N) (K d : ℝ) :
    energy N K d - energy N K 0 = d ^ 2 / 2 * (K - softening N d) := by
  -- rationalize the difference of square roots for one level
  have key : ∀ c s : ℝ, c ≠ 0 → √(c ^ 2 + d ^ 2 * s ^ 2) - √(c ^ 2 + 0 ^ 2 * s ^ 2) =
      d ^ 2 / 2 * (2 * s ^ 2 / (√(c ^ 2 + d ^ 2 * s ^ 2) + |c|)) := by
    intro c s hc
    have h0 : √(c ^ 2 + 0 ^ 2 * s ^ 2) = |c| := by simp [Real.sqrt_sq_eq_abs]
    have h1 := Real.sq_sqrt (show 0 ≤ c ^ 2 + d ^ 2 * s ^ 2 by positivity)
    have h5 : √(c ^ 2 + d ^ 2 * s ^ 2) + |c| ≠ 0 :=
      (add_pos_of_nonneg_of_pos (Real.sqrt_nonneg _) (abs_pos.mpr hc)).ne'
    rw [h0, ← mul_div_assoc, eq_div_iff h5]
    linear_combination h1 - sq_abs c
  have hs := Finset.sum_congr (rfl : Finset.range N = Finset.range N)
    (fun j _ => key (cos (kpt N j)) (sin (kpt N j)) (cos_kpt_ne_zero hN j))
  rw [Finset.sum_sub_distrib, ← Finset.mul_sum] at hs
  unfold energy softening
  linear_combination (-(1 / (N : ℝ))) * hs

/-- For odd `N`, the electronic softening at any dimerization is at most the threshold. -/
theorem softening_le {N : ℕ} (hN : Odd N) (d : ℝ) : softening N d ≤ threshold N := by
  unfold softening threshold
  refine mul_le_mul_of_nonneg_left (Finset.sum_le_sum fun j _ => ?_) (by positivity)
  have hc : 0 < |cos (kpt N j)| := abs_pos.mpr (cos_kpt_ne_zero hN j)
  have hS : |cos (kpt N j)| ≤ √(cos (kpt N j) ^ 2 + d ^ 2 * sin (kpt N j) ^ 2) :=
    Real.abs_le_sqrt (le_add_of_nonneg_right (by positivity))
  rw [div_le_div_iff₀ (by linarith) hc]
  nlinarith [mul_nonneg (sq_nonneg (sin (kpt N j))) (sub_nonneg.2 hS)]

/-- For odd `N`, the electronic softening tends to the threshold as the dimerization
tends to zero. -/
theorem softening_tendsto {N : ℕ} (hN : Odd N) :
    Tendsto (softening N) (𝓝 0) (𝓝 (threshold N)) := by
  have h0 : softening N 0 = threshold N := by
    unfold softening threshold
    congr 1
    refine Finset.sum_congr rfl fun j _ => ?_
    have h : √(cos (kpt N j) ^ 2 + 0 ^ 2 * sin (kpt N j) ^ 2) = |cos (kpt N j)| := by
      simp [Real.sqrt_sq_eq_abs]
    rw [h, ← two_mul, mul_div_mul_left _ _ two_ne_zero]
  have hcont : Continuous (softening N) := by
    unfold softening
    refine continuous_const.mul (continuous_finsetSum _ fun j _ => ?_)
    refine Continuous.div continuous_const (by fun_prop) fun d => ?_
    exact (add_pos_of_nonneg_of_pos (Real.sqrt_nonneg _)
      (abs_pos.mpr (cos_kpt_ne_zero hN j))).ne'
  rw [← h0]
  exact hcont.tendsto 0

/-- For odd `N`, the undimerized chain is a local energy minimum exactly when the
stiffness is at least the threshold. -/
theorem isLocalMin_iff {N : ℕ} (hN : Odd N) (K : ℝ) :
    IsLocalMin (energy N K) 0 ↔ threshold N ≤ K := by
  constructor
  · intro h
    have h' : ∀ᶠ d in 𝓝 (0 : ℝ), energy N K 0 ≤ energy N K d := h
    refine le_of_tendsto ((softening_tendsto hN).mono_left
      (nhdsWithin_le_nhds (s := {0}ᶜ))) ?_
    filter_upwards [h'.filter_mono nhdsWithin_le_nhds, self_mem_nhdsWithin] with d hd hne
    have hd0 : d ≠ 0 := hne
    have hd2 : 0 < d ^ 2 := by positivity
    have e := energy_sub hN K d
    by_contra hlt
    nlinarith [mul_pos hd2 (sub_pos.2 (not_le.1 hlt))]
  · intro h
    refine Eventually.of_forall fun d => ?_
    have e := energy_sub hN K d
    have hs := (softening_le hN d).trans h
    nlinarith [mul_nonneg (sq_nonneg d) (sub_nonneg.2 hs)]

/-- For odd `N`, the undimerized chain has the lowest energy among all dimerizations
exactly when the stiffness is at least the grid average of `sin² / |cos|`. -/
theorem undimerized_minimizes_iff {N : ℕ} (hN : Odd N) (K : ℝ) :
    (∀ d, energy N K 0 ≤ energy N K d) ↔ threshold N ≤ K := by
  refine ⟨fun h => (isLocalMin_iff hN K).1 (Eventually.of_forall h), fun h d => ?_⟩
  have e := energy_sub hN K d
  have hs := (softening_le hN d).trans h
  nlinarith [mul_nonneg (sq_nonneg d) (sub_nonneg.2 hs)]

/-- On the grid with `2n + 1` points the threshold is bounded below by a harmonic sum
over `n` terms, divided by `π`, minus one. -/
theorem threshold_lower (n : ℕ) :
    1 / π * ∑ m ∈ Finset.range n, 1 / ((m : ℝ) + 1) - 1 ≤ threshold (2 * n + 1) := by
  have hN : (0 : ℝ) < 2 * n + 1 := by positivity
  obtain ⟨F, hF⟩ : ∃ F : ℕ → ℝ, ∀ j, F j =
      sin (kpt (2 * n + 1) j) ^ 2 / |cos (kpt (2 * n + 1) j)| := ⟨_, fun _ => rfl⟩
  have hterm : ∀ m ∈ Finset.range n,
      (2 * (n : ℝ) + 1) / π * (1 / ((m : ℝ) + 1)) - 1 ≤ F (n + 1 + m) := by
    intro m hm
    have hmn : (m : ℝ) ≤ n := by exact_mod_cast (Finset.mem_range.1 hm).le
    have hy : kpt (2 * n + 1) (n + 1 + m) - π / 2 =
        π * (2 * m + 1) / (2 * (2 * n + 1)) := by
      unfold kpt
      push_cast
      field_simp
      ring
    have hc0 := abs_pos.mpr (cos_kpt_ne_zero (N := 2 * n + 1) ⟨n, rfl⟩ (n + 1 + m))
    rw [hF]
    generalize kpt (2 * n + 1) (n + 1 + m) = x at hy hc0 ⊢
    -- `|cos x|` is at most the distance from the Fermi point, which is below this bound
    have hcle : |cos x| ≤ π * (m + 1) / (2 * n + 1) := by
      have hs : cos x = -sin (x - π / 2) := by rw [Real.sin_sub_pi_div_two, neg_neg]
      have hle : π * (2 * (m : ℝ) + 1) / (2 * (2 * n + 1)) ≤ π := by
        rw [div_le_iff₀ (by positivity)]
        exact mul_le_mul_of_nonneg_left (by linarith) Real.pi_pos.le
      rw [hs, abs_neg, hy, abs_of_nonneg
        (Real.sin_nonneg_of_nonneg_of_le_pi (by positivity) hle)]
      refine (Real.sin_le (by positivity)).trans ?_
      rw [div_le_div_iff₀ (by positivity) (by positivity)]
      nlinarith [mul_pos Real.pi_pos hN]
    have ha : (2 * (n : ℝ) + 1) / π * (1 / ((m : ℝ) + 1)) * |cos x| ≤ 1 := by
      refine (mul_le_mul_of_nonneg_left hcle (by positivity)).trans (le_of_eq ?_)
      field_simp
    rw [le_div_iff₀ hc0]
    nlinarith [sq_abs (cos x), Real.abs_cos_le_one x, Real.sin_sq_add_cos_sq x]
  have h1 : 0 ≤ ∑ j ∈ Finset.range (n + 1), F j :=
    Finset.sum_nonneg fun j _ => by rw [hF]; positivity
  have h2 := Finset.sum_le_sum hterm
  rw [Finset.sum_sub_distrib, ← Finset.mul_sum] at h2
  simp only [Finset.sum_const, Finset.card_range, nsmul_eq_mul, mul_one] at h2
  have e : threshold (2 * n + 1) = (∑ j ∈ Finset.range (n + 1), F j +
      ∑ m ∈ Finset.range n, F (n + 1 + m)) / (2 * (n : ℝ) + 1) := by
    rw [← Finset.sum_range_add, show n + 1 + n = 2 * n + 1 by ring]
    simp only [threshold, hF]
    push_cast
    ring
  rw [e, le_div_iff₀ hN]
  have h3 : (1 / π * ∑ m ∈ Finset.range n, 1 / ((m : ℝ) + 1) - 1) * (2 * (n : ℝ) + 1) =
      (2 * (n : ℝ) + 1) / π * ∑ m ∈ Finset.range n, 1 / ((m : ℝ) + 1) -
        (2 * (n : ℝ) + 1) := by ring
  have hn : (0 : ℝ) ≤ n := Nat.cast_nonneg n
  linarith

/-- For every stiffness, the undimerized chain fails to be a local energy minimum on all
sufficiently fine grids with an odd number of k-points. -/
theorem eventually_dimerizes (K : ℝ) :
    ∀ᶠ n : ℕ in atTop, ¬ IsLocalMin (energy (2 * n + 1) K) 0 := by
  -- the threshold diverges with the harmonic series
  have hH : Tendsto (fun n : ℕ => 1 / π * ∑ m ∈ Finset.range n, 1 / ((m : ℝ) + 1))
      atTop atTop :=
    Real.tendsto_sum_range_one_div_nat_succ_atTop.const_mul_atTop (by positivity)
  filter_upwards [hH.eventually_gt_atTop (K + 1)] with n hn hmin
  have h1 := (isLocalMin_iff ⟨n, rfl⟩ K).1 hmin
  linarith [threshold_lower n]

end

end PeierlsOddGrid
```

```lean
#print axioms PeierlsOddGrid.undimerized_minimizes_iff
-- 'PeierlsOddGrid.undimerized_minimizes_iff' depends on axioms: [propext, Classical.choice, Quot.sound]
#print axioms PeierlsOddGrid.eventually_dimerizes
-- 'PeierlsOddGrid.eventually_dimerizes' depends on axioms: [propext, Classical.choice, Quot.sound]
```

## How the lemmas carry the argument

`cos_kpt_ne_zero` is the parity argument. It clears the denominator, cancels $\pi$, and moves the equation from the reals to the integers with `exact_mod_cast`. There the equation would make $2$ divide $1$, which `norm_num` refutes.

`energy_sub` is the identity for the energy difference. Its inner statement `key` treats a single level with $c\neq0$: `eq_div_iff` multiplies by $R+|c|$, and `linear_combination` finishes with $R^2=c^2+d^2s^2$ and $|c|^2=c^2$. The result is summed over the grid and multiplied by $-1/N$.

`softening_le` compares $S_N(d)$ with $T_N$ term by term. After cross-multiplication by `div_le_div_iff₀`, what remains is $s^2(R-|c|)\ge0$, which is supplied to `nlinarith`.

`softening_tendsto` first shows $S_N(0)=T_N$ and then proves continuity, using the fact that every denominator is positive.

`isLocalMin_iff` combines these. In the forward direction, `le_of_tendsto` passes the bound $S_N(d)\le K$ to the limit. It works on a neighbourhood of $0$ with $0$ itself removed, because the bound comes from dividing by $d^2$. The backward direction inserts `softening_le` into `energy_sub`.

`undimerized_minimizes_iff` gets necessity from the local theorem, since a global minimum is a local one, and repeats the short sufficiency argument for all $d$.

`threshold_lower` is the harmonic bound. The function `F` abbreviates the terms of the threshold sum, `hy` computes the distance from the Fermi point, `hcle` bounds the cosine, and `hterm` is the resulting bound on each term. Then `h1` says that the sum of the first $n+1$ terms is non-negative, `e` splits the sum after them, and `linarith` collects the estimates.

`eventually_dimerizes` takes the divergence of the harmonic series from Mathlib. Once the harmonic sum divided by $\pi$ exceeds $K+1$, a local minimum at $d=0$ would give $T_{2n+1}\le K$ by `isLocalMin_iff`, against `threshold_lower`.
